# A positive local-field factor, at most 1 and independent of coupling, reduces the size of the RPA correlation integrand

Fix one wavevector and one imaginary frequency of the uniform electron gas. Every quantity is then a real number:

- $v$ is the Coulomb interaction at that wavevector, with $v>0$ where a sign is needed.
- $\chi_0$ is the non-interacting density response, with $\chi_0<0$ where a sign is needed.
- $l\in[0,1]$ is the coupling strength, which scales the interaction to $lv$.
- $G$ is the local-field factor, which changes the effective interaction from $lv$ to $lv(1-G)$, a reduction when $0<G\le1$. The random-phase approximation (RPA) is $G=0$.

The factor $G$ stands for the exchange and correlation effects that RPA leaves out of the response. It may differ from one wavevector or frequency to another, but it is taken to be independent of $l$. This is a model assumption: it makes the exchange-correlation kernel $-lvG$ proportional to $l$, as a pure exchange kernel is, whereas the kernel of the real gas has a more complicated coupling dependence.

```lean
import Mathlib

open Set Filter Topology

namespace LocalFieldCorrelation

noncomputable section
```

The response at coupling $l$ is

$$\chi_l=\frac{\chi_0}{1-lv(1-G)\chi_0},$$

written `response v χ₀ G l` in Lean.

```lean
/-- Density response at coupling strength `l`, for interaction `v`, non-interacting response `χ₀`
and a local-field factor `G` independent of coupling; its domain is `1 - l v (1 - G) χ₀ ≠ 0`. -/
def response (v χ₀ G l : ℝ) : ℝ := χ₀ / (1 - l * v * (1 - G) * χ₀)
```

The correlation integrand is

$$C(G)=-\int_0^1 v\,(\chi_l-\chi_0)\,dl ,$$

written `correlation v χ₀ G`. The positive prefactor of the correlation energy is left out, and the sum over wavevectors and the integral over frequencies are not taken. The stable range consists of those $G$ with $1-v(1-G)\chi_0>0$. With the abbreviation $x=-v\chi_0$, this condition reads $1+(1-G)x>0$; for $x>0$ it allows every $G$ below $1+1/x$, and so also values above 1.

```lean
/-- Correlation integrand at one wavevector and imaginary frequency: minus the coupling-constant
integral of `v (χ_l - χ₀)`. Its domain is the stable range `0 < 1 - v (1 - G) χ₀`. -/
def correlation (v χ₀ G : ℝ) : ℝ :=
  -∫ l in (0 : ℝ)..1, v * (response v χ₀ G l - χ₀)
```

## (a) The Dyson equation and its solution

**Task.** Suppose that $1-lv(1-G)\chi_0\neq0$. Show that a number $\chi$ satisfies

$$\chi=\chi_0+\chi_0\,lv(1-G)\,\chi$$

if and only if $\chi=\chi_l$.

**Solution.** Collecting the terms in $\chi$ turns the equation into $\chi\,[1-lv(1-G)\chi_0]=\chi_0$. The bracket is non-zero, so dividing by it gives $\chi_l$, and multiplying back recovers the equation.

In Lean, `eq_div_iff h` clears the denominator, and `linear_combination e` rearranges the terms in each direction. No signs are assumed.

```lean
/-- Away from a zero of the denominator, the response is the unique solution of the Dyson
equation with effective interaction `l v (1 - G)`. -/
theorem dyson_iff {v χ₀ G l : ℝ} (h : 1 - l * v * (1 - G) * χ₀ ≠ 0) (χ : ℝ) :
    χ = χ₀ + χ₀ * (l * v * (1 - G)) * χ ↔ χ = response v χ₀ G l := by
  unfold response
  rw [eq_div_iff h]
  constructor <;> intro e <;> linear_combination e
```

## (b) Stability at every coupling

**Task.** Let $G$ be in the stable range. Show that

$$1-lv(1-G)\chi_0>0\qquad\text{for all } l\in[0,1].$$

**Solution.** Write $D=1-v(1-G)\chi_0>0$. The denominator interpolates between 1 and $D$:

$$1-lv(1-G)\chi_0=(1-l)+lD .$$

For $l<1$ the first term is positive and the second is non-negative. For $l=1$ the sum is $D$.

The Lean proof makes the same case distinction: `h1` is $lD\ge0$, and `nlinarith` adds $1-l>0$.

```lean
/-- If the denominator of the response is positive at full coupling, it is positive at every
coupling between 0 and 1. -/
theorem denom_pos {v χ₀ G l : ℝ} (h : 0 < 1 - v * (1 - G) * χ₀) (hl : l ∈ Icc (0 : ℝ) 1) :
    0 < 1 - l * v * (1 - G) * χ₀ := by
  have h1 := mul_nonneg hl.1 h.le
  rcases hl.2.lt_or_eq with h2 | h2
  · nlinarith
  · rw [h2, one_mul]
    exact h
```

## (c) Continuity in the coupling

**Task.** For $G$ in the stable range, show that the function

$$l\mapsto v(\chi_l-\chi_0)$$

is continuous on $[0,1]$.

**Solution.** By (b), $\chi_l$ is a constant divided by an affine function of $l$ without zeros on $[0,1]$, so it is continuous. Subtracting $\chi_0$ and multiplying by $v$ preserve continuity. The integral defining $C(G)$ is therefore an ordinary integral of a continuous function.

The Lean term assembles these facts with `ContinuousOn.div`, `sub` and `mul`.

```lean
/-- In the stable range the integrand of the coupling integral is continuous in the coupling. -/
theorem continuousOn_coupling {v χ₀ G : ℝ} (h : 0 < 1 - v * (1 - G) * χ₀) :
    ContinuousOn (fun l => v * (response v χ₀ G l - χ₀)) (Icc 0 1) := by
  unfold response
  exact continuousOn_const.mul ((ContinuousOn.div continuousOn_const (by fun_prop)
    (fun l hl => (denom_pos h hl).ne')).sub continuousOn_const)
```

## (d) The coupling integral in closed form

**Task.** For $G\neq1$ in the stable range, show that

$$C(G)=\frac{\ln\bigl(1+(1-G)x\bigr)}{1-G}-x,\qquad x=-v\chi_0 .$$

**Solution.** Put $a=1-G\ne0$. The integrand is

$$v(\chi_l-\chi_0)=-\frac{x}{1+lax}+x ,$$

and an antiderivative is

$$F(l)=-\frac{\ln(1+lax)}{a}+xl ,$$

because the derivative of the logarithm is $ax/(1+lax)$ and the factor $a$ cancels. Since $F(0)=0$,

$$C(G)=-F(1)=\frac{\ln(1+ax)}{a}-x .$$

Lean keeps $v\chi_0$ in place of $-x$. The step `hder` states that $F$ has the required derivative, with (b) keeping the logarithm's argument positive; the cancellation of $a$ is `mul_inv_cancel₀ ha`. The fundamental theorem of calculus, `integral_eq_sub_of_hasDerivAt`, then applies, with integrability supplied by (c).

```lean
/-- In the stable range and for `G ≠ 1`, the coupling integral has the closed form
`ln(1 + (1 - G) x) / (1 - G) - x` with `x = -v χ₀`. -/
theorem correlation_eq_log {v χ₀ G : ℝ} (h : 0 < 1 - v * (1 - G) * χ₀) (hG : G ≠ 1) :
    correlation v χ₀ G = Real.log (1 - v * (1 - G) * χ₀) / (1 - G) + v * χ₀ := by
  have ha : 1 - G ≠ 0 := sub_ne_zero.2 hG.symm
  -- an antiderivative in the coupling strength
  have hder : ∀ l ∈ uIcc (0 : ℝ) 1, HasDerivAt
      (fun l : ℝ => -(Real.log (1 - l * v * (1 - G) * χ₀) / (1 - G)) - v * χ₀ * l)
      (v * (response v χ₀ G l - χ₀)) l := by
    intro l hl
    rw [uIcc_of_le zero_le_one] at hl
    have hD : HasDerivAt (fun l : ℝ => 1 - l * v * (1 - G) * χ₀) (-(v * (1 - G) * χ₀)) l := by
      have e : (fun l : ℝ => 1 - l * v * (1 - G) * χ₀)
          = fun l : ℝ => 1 - l * (v * (1 - G) * χ₀) := by
        funext y
        ring
      rw [e]
      exact (((hasDerivAt_id' l).mul_const (v * (1 - G) * χ₀)).const_sub 1).congr_deriv (by ring)
    refine (((hD.log (denom_pos h hl).ne').div_const (1 - G)).fun_neg.fun_sub
      ((hasDerivAt_id' l).const_mul (v * χ₀))).congr_deriv ?_
    unfold response
    linear_combination (v * χ₀ / (1 - l * v * (1 - G) * χ₀)) * mul_inv_cancel₀ ha
  have I := intervalIntegral.integral_eq_sub_of_hasDerivAt hder
    ((continuousOn_coupling h).intervalIntegrable_of_Icc zero_le_one)
  unfold correlation
  rw [I]
  simp only [one_mul, zero_mul, mul_zero, mul_one, sub_zero, Real.log_one, zero_div, neg_zero]
  ring
```

## (e) Monotonicity in the local-field factor

**Task.** Let $v>0$ and $\chi_0<0$. For $G_1<G_2$, both in the stable range, show that

$$C(G_1)<C(G_2).$$

**Solution.** Let $D_i=1+l(1-G_i)x$ be the two denominators, positive by (b). For $0<l\le1$,

$$D_1-D_2=l\,(G_2-G_1)\,x>0 ,$$

so $0<D_2<D_1$. Since $\chi_0$ is negative, $\chi_0/D_2<\chi_0/D_1$: the larger $G$ gives the more negative response. Hence the integrand $v(\chi_l-\chi_0)$ is smaller for $G_2$ at every positive coupling, and the two integrands agree at $l=0$. Both are continuous, so the integrals are strictly ordered, and the minus sign in $C$ reverses the order.

`StrictMonoOn` expresses this on the whole stable range. In the proof, `hd` compares the denominators, `hr` the responses and `key` the integrands. The integral lemma asks for a weak inequality throughout and a strict one at a single point, for which $l=1$ is supplied.

```lean
/-- For `v > 0` and `χ₀ < 0`, the correlation integrand increases strictly with the local-field
factor throughout the stable range. -/
theorem correlation_strictMonoOn {v χ₀ : ℝ} (hv : 0 < v) (hχ : χ₀ < 0) :
    StrictMonoOn (correlation v χ₀) {G | 0 < 1 - v * (1 - G) * χ₀} := by
  intro G₁ h₁ G₂ h₂ hG
  -- at each positive coupling, a larger G gives a more negative response
  have key : ∀ l ∈ Ioc (0 : ℝ) 1,
      v * (response v χ₀ G₂ l - χ₀) < v * (response v χ₀ G₁ l - χ₀) := by
    intro l hl
    have d₁ := denom_pos h₁ (Ioc_subset_Icc_self hl)
    have d₂ := denom_pos h₂ (Ioc_subset_Icc_self hl)
    have hp := mul_pos (mul_pos (mul_pos hl.1 hv) (neg_pos.2 hχ)) (sub_pos.2 hG)
    have hd : 1 - l * v * (1 - G₂) * χ₀ < 1 - l * v * (1 - G₁) * χ₀ := by nlinarith
    have hr : response v χ₀ G₂ l < response v χ₀ G₁ l := by
      unfold response
      rw [div_lt_iff₀ d₂, div_mul_eq_mul_div, lt_div_iff₀ d₁]
      exact mul_lt_mul_of_neg_left hd hχ
    exact mul_lt_mul_of_pos_left (sub_lt_sub_right hr χ₀) hv
  exact neg_lt_neg (intervalIntegral.integral_lt_integral_of_continuousOn_of_le_of_exists_lt
    zero_lt_one (continuousOn_coupling h₂) (continuousOn_coupling h₁)
    (fun l hl => (key l hl).le) ⟨1, by simp, key 1 (by simp)⟩)
```

## (f) The sign of the correlation integrand

**Task.** Let $v>0$, $\chi_0<0$ and $G$ be in the stable range. Show that

$$C(G)<0\iff G<1 .$$

**Solution.** At $G=1$ the effective interaction vanishes, so $\chi_l=\chi_0$ for every $l$ and $C(1)=0$. The value 1 lies in the stable range, because the condition there is $1>0$. By (e), $C(G)<C(1)=0$ holds exactly when $G<1$.

In Lean, `h1` is the membership of 1, `h0` is $C(1)=0$, and `lt_iff_lt` turns strict monotonicity into the equivalence.

```lean
/-- For `v > 0`, `χ₀ < 0` and `G` in the stable range, the correlation integrand is negative
exactly when `G < 1`. -/
theorem correlation_neg_iff {v χ₀ G : ℝ} (hv : 0 < v) (hχ : χ₀ < 0)
    (h : 0 < 1 - v * (1 - G) * χ₀) : correlation v χ₀ G < 0 ↔ G < 1 := by
  have h1 : (1 : ℝ) ∈ {G : ℝ | 0 < 1 - v * (1 - G) * χ₀} := by simp
  -- at G = 1 the effective interaction vanishes
  have h0 : correlation v χ₀ 1 = 0 := by simp [correlation, response]
  have := (correlation_strictMonoOn hv hχ).lt_iff_lt h h1
  rwa [h0] at this
```

## (g) A second-order lower bound

**Task.** Under the same hypotheses, show that

$$C(G)\ge-\frac{(1-G)x^2}{2}.$$

**Solution.** Put $u=l(1-G)x$, so that $1+u>0$ by (b). From $(1-u)(1+u)=1-u^2\le1$ it follows that $1/(1+u)\ge1-u$. Multiplication by $\chi_0<0$ reverses this to $\chi_l\le\chi_0(1-u)$, and therefore

$$v(\chi_l-\chi_0)\le -v\chi_0\,u=l(1-G)x^2 .$$

Integrating over $l$ gives at most $(1-G)x^2/2$, and the minus sign in $C$ gives the bound. The right-hand side of the bound is what remains of $C$ when the Dyson series is cut after its first correction.

In Lean, `h1` is the inequality for the response and `hle` the one for the integrand; `integral_mono_on` integrates it.

```lean
/-- For `v > 0`, `χ₀ < 0` and `G` in the stable range, the correlation integrand is at least
its second-order value `-(1 - G) (v χ₀)² / 2`. -/
theorem second_order_le_correlation {v χ₀ G : ℝ} (hv : 0 < v) (hχ : χ₀ < 0)
    (h : 0 < 1 - v * (1 - G) * χ₀) :
    -((1 - G) * (v * χ₀) ^ 2 / 2) ≤ correlation v χ₀ G := by
  have hle : ∀ l ∈ Icc (0 : ℝ) 1,
      v * (response v χ₀ G l - χ₀) ≤ l * ((1 - G) * (v * χ₀) ^ 2) := by
    intro l hl
    have h1 : response v χ₀ G l ≤ χ₀ * (1 + l * v * (1 - G) * χ₀) := by
      unfold response
      rw [div_le_iff₀ (denom_pos h hl)]
      nlinarith [mul_nonneg (neg_nonneg.2 hχ.le) (sq_nonneg (l * v * (1 - G) * χ₀))]
    have h2 := mul_le_mul_of_nonneg_left h1 hv.le
    nlinarith
  have hf : IntervalIntegrable (fun l : ℝ => v * (response v χ₀ G l - χ₀))
      MeasureTheory.volume 0 1 :=
    (continuousOn_coupling h).intervalIntegrable_of_Icc zero_le_one
  have hg : IntervalIntegrable (fun l : ℝ => l * ((1 - G) * (v * χ₀) ^ 2))
      MeasureTheory.volume 0 1 :=
    Continuous.intervalIntegrable (by fun_prop) 0 1
  have hi := intervalIntegral.integral_mono_on zero_le_one hf hg hle
  rw [intervalIntegral.integral_mul_const, integral_id] at hi
  unfold correlation
  linarith
```

## (h) The logarithmic function below $G=1$

**Task.** For $x>0$ let

$$h(G)=\frac{\ln\bigl(1+(1-G)x\bigr)}{1-G}-x .$$

Show that $h(G)<0$ for every $G<1$, that $h$ is strictly increasing on $(-\infty,1)$, and that

$$\lim_{G\to1^-}h(G)=0 .$$

**Solution.** Choose $v=1$ and $\chi_0=-x$. Every $G<1$ is in the stable range, since $1+(1-G)x>1$, and (d) gives $h(G)=C(G)$. Negativity is then (f), and strict monotonicity is (e). For the limit, (g) and negativity give

$$-\frac{(1-G)x^2}{2}\le h(G)<0 ,$$

and the left-hand side tends to 0 as $G\to1$.

The statement is about real numbers only, with $x>0$ as its one hypothesis. `Iio 1` is the interval $(-\infty,1)$, and `𝓝[<] 1` denotes the approach to 1 from below. In the proof, `hs` is stability and `he` the identification of $h$ with $C$; the last block is the squeeze.

```lean
/-- For `x > 0`, the function `ln(1 + (1 - G) x) / (1 - G) - x` is negative and strictly
increasing for `G < 1`, and tends to zero as `G` tends to 1 from below. -/
theorem log_correlation_main {x : ℝ} (hx : 0 < x) :
    (∀ G < 1, Real.log (1 + (1 - G) * x) / (1 - G) - x < 0) ∧
    StrictMonoOn (fun G : ℝ => Real.log (1 + (1 - G) * x) / (1 - G) - x) (Iio 1) ∧
    Tendsto (fun G : ℝ => Real.log (1 + (1 - G) * x) / (1 - G) - x) (𝓝[<] 1) (𝓝 0) := by
  have hχ : -x < 0 := neg_lt_zero.2 hx
  have hs : ∀ G : ℝ, G < 1 → 0 < 1 - 1 * (1 - G) * (-x) := by
    intro G hG
    nlinarith [mul_pos (sub_pos.2 hG) hx]
  -- identify the logarithm with the coupling integral at v = 1, χ₀ = -x
  have he : ∀ G : ℝ, G < 1 →
      Real.log (1 + (1 - G) * x) / (1 - G) - x = correlation 1 (-x) G := by
    intro G hG
    rw [correlation_eq_log (hs G hG) hG.ne,
      show 1 - 1 * (1 - G) * (-x) = 1 + (1 - G) * x by ring]
    ring
  have hneg : ∀ G : ℝ, G < 1 → Real.log (1 + (1 - G) * x) / (1 - G) - x < 0 := by
    intro G hG
    rw [he G hG]
    exact (correlation_neg_iff one_pos hχ (hs G hG)).2 hG
  refine ⟨hneg, ?_, ?_⟩
  · intro G₁ h₁ G₂ h₂ hG
    change Real.log (1 + (1 - G₁) * x) / (1 - G₁) - x
      < Real.log (1 + (1 - G₂) * x) / (1 - G₂) - x
    rw [he G₁ h₁, he G₂ h₂]
    exact correlation_strictMonoOn one_pos hχ (hs G₁ h₁) (hs G₂ h₂) hG
  · -- squeeze between the second-order value and zero
    have c : Continuous (fun G : ℝ => -((1 - G) * (1 * (-x)) ^ 2 / 2)) := by fun_prop
    refine tendsto_of_tendsto_of_tendsto_of_le_of_le'
      ((c.tendsto' 1 0 (by simp)).mono_left nhdsWithin_le_nhds) tendsto_const_nhds ?_ ?_
    · filter_upwards [self_mem_nhdsWithin] with G hG
      rw [he G hG]
      exact second_order_le_correlation one_pos hχ (hs G hG)
    · filter_upwards [self_mem_nhdsWithin] with G hG
      exact (hneg G hG).le
```

## (i) Comparison with RPA

**Task.** Let $v>0$, $\chi_0<0$ and $G\le1$. Show that

$$|C(G)|<|C(0)|\iff G>0 .$$

**Solution.** Every $g\le1$ is in the stable range, because $(1-g)x\ge0$. By (f) and $C(1)=0$, $C(g)\le0$ for all such $g$, so $|C(g)|=-C(g)$. The inequality of magnitudes therefore says $C(0)<C(G)$, which by (e) is equivalent to $0<G$.

Lean follows this order: `hs` is stability, `hn` is the sign, `abs_of_nonpos` removes the absolute values, and `lt_iff_lt` finishes.

Stability alone would not be enough in place of $G\le1$: as $G$ approaches the upper edge $1+1/x$ of the stable range, the closed form in (d) grows without bound, and its magnitude exceeds the RPA value.

For correlation energies of the electron gas computed from a response function, the sign of $G$ therefore decides whether a local-field correction makes the RPA integrand smaller or larger in magnitude at each wavevector and imaginary frequency, provided that $G$ is independent of coupling and at most 1.

```lean
/-- For `v > 0`, `χ₀ < 0` and `G ≤ 1`, the correlation integrand is smaller in magnitude than
its RPA value (`G = 0`) exactly when the local-field factor is positive. -/
theorem abs_lt_rpa_iff {v χ₀ G : ℝ} (hv : 0 < v) (hχ : χ₀ < 0) (hG : G ≤ 1) :
    |correlation v χ₀ G| < |correlation v χ₀ 0| ↔ 0 < G := by
  have hs : ∀ g : ℝ, g ≤ 1 → 0 < 1 - v * (1 - g) * χ₀ := by
    intro g hg
    nlinarith [mul_nonneg (mul_nonneg hv.le (sub_nonneg.2 hg)) (neg_nonneg.2 hχ.le)]
  have hn : ∀ g : ℝ, g ≤ 1 → correlation v χ₀ g ≤ 0 := by
    intro g hg
    rcases hg.lt_or_eq with h | h
    · exact ((correlation_neg_iff hv hχ (hs g hg)).2 h).le
    · simp [h, correlation, response]
  rw [abs_of_nonpos (hn G hG), abs_of_nonpos (hn 0 zero_le_one), neg_lt_neg_iff]
  exact (correlation_strictMonoOn hv hχ).lt_iff_lt (hs 0 zero_le_one) (hs G hG)

end

end LocalFieldCorrelation
```

```lean
#print axioms LocalFieldCorrelation.dyson_iff
#print axioms LocalFieldCorrelation.log_correlation_main
#print axioms LocalFieldCorrelation.abs_lt_rpa_iff
```

```
'LocalFieldCorrelation.dyson_iff' depends on axioms: [propext, Classical.choice, Quot.sound]
'LocalFieldCorrelation.log_correlation_main' depends on axioms: [propext, Classical.choice, Quot.sound]
'LocalFieldCorrelation.abs_lt_rpa_iff' depends on axioms: [propext, Classical.choice, Quot.sound]
```
